# If K(D,m) = 0 and K(D,D) < 4K(m,m), the self-repulsion of a rotated real orbital pair is maximal exactly at cos 2t = 0

A Perdew-Zunger calculation has to choose its orbitals as well as its density, because the self-interaction correction changes when occupied orbitals are mixed among themselves. One way to make the choice is to sweep through pairs of occupied orbitals of the same spin and rotate each pair by the angle that gives the lowest energy. For one real pair, with only the Hartree self-term removed, the result below gives that angle under two conditions on the repulsion. For a $\sigma_g$, $\sigma_u$ pair that meets both conditions, it selects the equal mixtures.

Let $a,b$ be real orbitals on a grid and $K(f,g)$ the repulsion between densities $f$ and $g$. Write $n=a^2+b^2$, $D=a^2-b^2$ and $m=ab$, with all products taken point by point.

## Real orbitals, turned by one angle

The rotated orbitals are $\phi_1=\cos t\,a+\sin t\,b$ and $\phi_2=\cos t\,b-\sin t\,a$. In Lean they are `rotA` and `rotB`, and an orbital is a function `ι → ℝ` on the grid points `ι`. The file does not require `ι` to be finite, but a finite grid is the natural reading, since `K` must accept every real function on it. Orthonormality is not assumed.

```lean
import Mathlib

open Real

namespace PerdewZungerLocalization

noncomputable section

variable {ι : Type*}

/-- The first orbital of the pair `a, b` rotated by the angle `t`. -/
def rotA (a b : ι → ℝ) (t : ℝ) : ι → ℝ := fun x => cos t * a x + sin t * b x

/-- The second orbital of the pair `a, b` rotated by the angle `t`. -/
def rotB (a b : ι → ℝ) (t : ℝ) : ι → ℝ := fun x => cos t * b x - sin t * a x
```

The summed self-repulsion is $J(t)=\tfrac12[K(\phi_1^2,\phi_1^2)+K(\phi_2^2,\phi_2^2)]$. The energy `pzEnergy` subtracts it from a functional `E` of the total density.

```lean
/-- The summed self-repulsion of the two rotated orbitals: half the repulsion of each
orbital density with itself. -/
def selfRepulsion (K : LinearMap.BilinForm ℝ (ι → ℝ)) (a b : ι → ℝ) (t : ℝ) : ℝ :=
  (K (rotA a b t ^ 2) (rotA a b t ^ 2) + K (rotB a b t ^ 2) (rotB a b t ^ 2)) / 2

/-- A Perdew-Zunger energy in which only the Hartree self-term is removed: a functional `E`
of the total density minus the summed self-repulsion of the orbitals. -/
def pzEnergy (E : (ι → ℝ) → ℝ) (K : LinearMap.BilinForm ℝ (ι → ℝ)) (a b : ι → ℝ)
    (t : ℝ) : ℝ :=
  E (rotA a b t ^ 2 + rotB a b t ^ 2) - selfRepulsion K a b t
```

By hand, the double-angle formulas give

$$\phi_1^2=\cos^2t\,a^2+\sin^2t\,b^2+2\sin t\cos t\,ab=\tfrac n2+v,\qquad v=\tfrac{\cos 2t}{2}D+\sin 2t\,m.$$

In the same way $\phi_2^2=\tfrac n2-v$, so the total density $n$ does not depend on $t$. The next two theorems prove these formulas at each grid point: `simp only` expands the double angles, and `linear_combination` supplies the remaining multiple of $\sin^2t+\cos^2t=1$.

```lean
/-- The density of the first rotated orbital is half the total density plus a part that
turns with the angle `2t`. -/
theorem rotA_sq (a b : ι → ℝ) (t : ℝ) :
    rotA a b t ^ 2 = (1 / 2 : ℝ) • (a ^ 2 + b ^ 2)
      + ((cos (2 * t) / 2) • (a ^ 2 - b ^ 2) + sin (2 * t) • (a * b)) := by
  ext x
  simp only [rotA, Pi.pow_apply, Pi.add_apply, Pi.sub_apply, Pi.smul_apply, Pi.mul_apply,
    smul_eq_mul, cos_two_mul, sin_two_mul]
  linear_combination (b x) ^ 2 * sin_sq_add_cos_sq t

/-- The density of the second rotated orbital is half the total density minus the same
turning part. -/
theorem rotB_sq (a b : ι → ℝ) (t : ℝ) :
    rotB a b t ^ 2 = (1 / 2 : ℝ) • (a ^ 2 + b ^ 2)
      - ((cos (2 * t) / 2) • (a ^ 2 - b ^ 2) + sin (2 * t) • (a * b)) := by
  ext x
  simp only [rotB, Pi.pow_apply, Pi.add_apply, Pi.sub_apply, Pi.smul_apply, Pi.mul_apply,
    smul_eq_mul, cos_two_mul, sin_two_mul]
  linear_combination (a x) ^ 2 * sin_sq_add_cos_sq t
```

If the orbitals may mix with a relative phase $\varphi$, the term in $m$ acquires a factor $\cos\varphi$. The angle $t$ alone then no longer fixes the self-repulsion, and the theorems do not cover that case.

## A bilinear and symmetric repulsion

Bilinearity says that the electrostatic energy is quadratic in the density. Symmetry, `hK`, says that $f$ repels $g$ as strongly as $g$ repels $f$. The Coulomb interaction has both properties; positivity of $K$ is not needed.

By hand, the cross terms between $n/2$ and $v$ cancel in the sum over the two orbitals:

$$J(t)=\tfrac14K(n,n)+K(v,v).$$

Expanding $K(v,v)$ produces $\tfrac12\cos2t\sin2t\,[K(D,m)+K(m,D)]$, and symmetry merges the two couplings:

$$J(t)=\tfrac14K(n,n)+\tfrac{\cos^2 2t}{4}K(D,D)+\sin^2 2t\,K(m,m)+\cos2t\sin2t\,K(D,m).$$

```lean
/-- The summed self-repulsion as an explicit function of the rotation angle, for any
symmetric repulsion. -/
theorem selfRepulsion_eq (K : LinearMap.BilinForm ℝ (ι → ℝ)) (hK : ∀ f g, K f g = K g f)
    (a b : ι → ℝ) (t : ℝ) :
    selfRepulsion K a b t = K (a ^ 2 + b ^ 2) (a ^ 2 + b ^ 2) / 4
      + cos (2 * t) ^ 2 / 4 * K (a ^ 2 - b ^ 2) (a ^ 2 - b ^ 2)
      + sin (2 * t) ^ 2 * K (a * b) (a * b)
      + cos (2 * t) * sin (2 * t) * K (a ^ 2 - b ^ 2) (a * b) := by
  rw [selfRepulsion, rotA_sq, rotB_sq]
  generalize a ^ 2 + b ^ 2 = S
  generalize a ^ 2 - b ^ 2 = D
  generalize a * b = m
  simp only [map_add, map_sub, map_smul, LinearMap.add_apply, LinearMap.sub_apply,
    LinearMap.smul_apply, smul_eq_mul]
  linear_combination (cos (2 * t) * sin (2 * t) / 2) * hK m D
```

The proof inserts the two density formulas and names the three densities `S`, `D` and `m`, where `S` is the $n$ of the text. It then expands by linearity, and `hK m D` enters in the last line, exactly where the couplings merge. Without symmetry, $K(m,D)$ could survive when $K(D,m)=0$ and move the maximum.

## Vanishing coupling between D and m

The condition $K(D,m)=0$, called `h0`, says that the density difference of the two orbitals and their overlap density have no mutual repulsion energy. It removes the last term of $J$. With $\sin^22t=1-\cos^22t$, one angular term is left:

$$J(t)=\tfrac14K(n,n)+K(m,m)-\tfrac{\cos^22t}{4}\,\Delta,\qquad \Delta=4K(m,m)-K(D,D).$$

In the proof of `selfRepulsion_max_iff` below, this is the opening `simp only`, which uses `h0` and `sin_sq` together.

Without the condition, the slope of $J$ at $\cos2t=0$ is $-2K(D,m)\neq0$, so the maximum lies elsewhere. A code can treat the general case by forming $D$ and $m$ on the grid, computing the potential of each, and integrating to obtain $K(D,D)$, $K(m,m)$ and $K(D,m)$. A maximising angle, unique up to multiples of $\pi/2$, is then

$$t=\tfrac14\,\mathrm{atan2}\big(4K(D,m),\,K(D,D)-4K(m,m)\big),$$

unless both arguments vanish, in which case $J$ is constant. This formula follows from the expression for $J$ by hand and is not stated in the Lean file. For $K(D,m)=0$ and $\Delta>0$ it returns $t=\pi/4$.

## An overlap density that repels itself more than D/2

The turning part $v$ equals $\pm m$ when $\cos2t=0$ and $\pm D/2$ when $\sin2t=0$. The inequality $K(D,D)<4K(m,m)$, called `hlt`, says that the first has the larger self-repulsion. Take $\sigma_{g,u}=(L\pm R)/\sqrt2$ with orthonormal left and right orbitals $L,R$. Then $m=(L^2-R^2)/2$ and $D=2LR$. When $L$ and $R$ occupy nearly separate regions, $D$ is small while $m$ is not.

By hand, $\Delta>0$ makes $J$ largest where $\cos^22t$ is smallest. The value zero is reached at $t=\pi/4$, so the global maxima are exactly the angles with $\cos2t=0$. They all give the same pair of orbitals, up to order and sign.

In Lean, the left side of the equivalence says that no angle `s` gives a larger self-repulsion than `t`.

```lean
/-- If `K` is symmetric, `K(D,m) = 0` and `K(D,D) < 4K(m,m)`, with `D = a² - b²` and `m = ab`, the
summed self-repulsion is maximal over all rotations exactly when `cos 2t = 0`. -/
theorem selfRepulsion_max_iff (K : LinearMap.BilinForm ℝ (ι → ℝ))
    (hK : ∀ f g, K f g = K g f) (a b : ι → ℝ) (h0 : K (a ^ 2 - b ^ 2) (a * b) = 0)
    (hlt : K (a ^ 2 - b ^ 2) (a ^ 2 - b ^ 2) < 4 * K (a * b) (a * b)) (t : ℝ) :
    (∀ s, selfRepulsion K a b s ≤ selfRepulsion K a b t) ↔ cos (2 * t) = 0 := by
  simp only [selfRepulsion_eq K hK, h0, sin_sq]
  constructor
  · intro h
    -- compare with the equal mixture at a rotation by π/4
    have h1 := h (π / 4)
    have hc : cos (2 * (π / 4)) = 0 := by
      rw [show 2 * (π / 4) = π / 2 by ring, cos_pi_div_two]
    rw [hc] at h1
    by_contra hne
    have hpos : 0 < cos (2 * t) ^ 2 := by positivity
    nlinarith [mul_pos hpos (sub_pos.mpr hlt)]
  · intro h s
    rw [h]
    nlinarith [mul_nonneg (sq_nonneg (cos (2 * s))) (sub_pos.mpr hlt).le]
```

For the forward direction, the proof compares `t` with $\pi/4$. If $\cos2t$ were nonzero, $\cos^22t\cdot\Delta$ would be positive, which contradicts the assumed maximality. For the converse, the same product at `s` is nonnegative. In both directions `nlinarith` receives the product and finishes the comparison.

When the inequality is reversed, the maxima move to $\sin2t=0$, where the original pair is unmixed. The proof exchanges the roles of sine and cosine and compares with $t=0$.

```lean
/-- If `K` is symmetric, `K(D,m) = 0` and `4K(m,m) < K(D,D)`, with `D = a² - b²` and `m = ab`, the
summed self-repulsion is maximal over all rotations exactly when `sin 2t = 0`. -/
theorem selfRepulsion_max_iff_unmixed (K : LinearMap.BilinForm ℝ (ι → ℝ))
    (hK : ∀ f g, K f g = K g f) (a b : ι → ℝ) (h0 : K (a ^ 2 - b ^ 2) (a * b) = 0)
    (hlt : 4 * K (a * b) (a * b) < K (a ^ 2 - b ^ 2) (a ^ 2 - b ^ 2)) (t : ℝ) :
    (∀ s, selfRepulsion K a b s ≤ selfRepulsion K a b t) ↔ sin (2 * t) = 0 := by
  simp only [selfRepulsion_eq K hK, h0, cos_sq']
  constructor
  · intro h
    -- compare with the unrotated pair
    have h1 := h 0
    rw [mul_zero, sin_zero] at h1
    by_contra hne
    have hpos : 0 < sin (2 * t) ^ 2 := by positivity
    nlinarith [mul_pos hpos (sub_pos.mpr hlt)]
  · intro h s
    rw [h]
    nlinarith [mul_nonneg (sq_nonneg (sin (2 * s))) (sub_pos.mpr hlt).le]
```

When $\Delta=0$ and the coupling vanishes, $J$ is constant and every angle is a maximum.

## Inversion symmetry makes the coupling vanish

For one gerade and one ungerade orbital of a homonuclear diatomic, $K(D,m)=0$ need not be checked numerically. Let $\sigma$ now denote the inversion as a map of the grid points, not the orbital label in $\sigma_g$, and let $a$ be gerade (even) and $b$ ungerade (odd). Then $D$ is even and $m$ is odd. If $K$ is unchanged when both densities are inverted, $K(D,m)=K(D,-m)=-K(D,m)$, so it is zero.

```lean
/-- For a gerade orbital `a`, an ungerade orbital `b` and a repulsion invariant under the
inversion `σ`, the coupling `K(a² - b², ab)` vanishes. -/
theorem coupling_eq_zero (K : LinearMap.BilinForm ℝ (ι → ℝ)) (σ : ι → ι)
    (hσ : ∀ f g : ι → ℝ, K (f ∘ σ) (g ∘ σ) = K f g) (a b : ι → ℝ)
    (ha : ∀ x, a (σ x) = a x) (hb : ∀ x, b (σ x) = -b x) :
    K (a ^ 2 - b ^ 2) (a * b) = 0 := by
  have hD : (a ^ 2 - b ^ 2) ∘ σ = a ^ 2 - b ^ 2 := by
    ext x
    simp [ha, hb]
  have hm : (a * b) ∘ σ = -(a * b) := by
    ext x
    simp [ha, hb]
  have h := hσ (a ^ 2 - b ^ 2) (a * b)
  rw [hD, hm, map_neg] at h
  linarith
```

The facts `hD` and `hm` are the two parities, and `linarith` draws the last conclusion. Without inversion symmetry, as in a heteronuclear diatomic, the coupling can be nonzero, and then the general angle above applies.

The parities also describe the maximising orbitals. At $\cos2t=0$ we have $\cos^2t=\sin^2t=\tfrac12$, so $a$ and $b$ enter each rotated orbital with equal weight. Inversion turns $\phi_1$ into $\cos t\,a-\sin t\,b$, whose square differs from $\phi_2^2$ by $(\cos^2t-\sin^2t)(a^2-b^2)=0$.

```lean
/-- At `cos 2t = 0` a gerade and an ungerade orbital enter with equal weights 1/2, and
inversion turns the density of the first rotated orbital into that of the second. -/
theorem equal_mixture_mirror (σ : ι → ι) (a b : ι → ℝ) (ha : ∀ x, a (σ x) = a x)
    (hb : ∀ x, b (σ x) = -b x) (t : ℝ) (ht : cos (2 * t) = 0) :
    cos t ^ 2 = 1 / 2 ∧ sin t ^ 2 = 1 / 2 ∧
      ∀ x, rotA a b t (σ x) ^ 2 = rotB a b t x ^ 2 := by
  rw [cos_two_mul] at ht
  have hc : cos t ^ 2 = 1 / 2 := by linarith
  have hs : sin t ^ 2 = 1 / 2 := by linarith [sin_sq_add_cos_sq t]
  refine ⟨hc, hs, fun x => ?_⟩
  simp only [rotA, rotB, ha, hb]
  linear_combination (a x ^ 2 - b x ^ 2) * (hc - hs)
```

The theorem proves equal weights and mirror-image densities. How strongly each density is concentrated on one side depends on the orbitals.

## Only the Hartree self-term is removed

In `pzEnergy` the functional `E` is arbitrary but sees only the total density. The kinetic energy of two equally occupied orbitals is also unchanged by the rotation, so it adds a constant. By hand, the energy is therefore a constant minus $J(t)$, and its minima are the maxima of $J$.

```lean
/-- If `K` is symmetric, `K(D,m) = 0` and `K(D,D) < 4K(m,m)`, with `D = a² - b²` and `m = ab`, the
Perdew-Zunger energy with only the Hartree self-term removed is minimal over all rotations exactly
when `cos 2t = 0`. -/
theorem pzEnergy_min_iff (E : (ι → ℝ) → ℝ) (K : LinearMap.BilinForm ℝ (ι → ℝ))
    (hK : ∀ f g, K f g = K g f) (a b : ι → ℝ) (h0 : K (a ^ 2 - b ^ 2) (a * b) = 0)
    (hlt : K (a ^ 2 - b ^ 2) (a ^ 2 - b ^ 2) < 4 * K (a * b) (a * b)) (t : ℝ) :
    (∀ s, pzEnergy E K a b t ≤ pzEnergy E K a b s) ↔ cos (2 * t) = 0 := by
  -- the total density does not depend on the angle
  have hn : ∀ s, rotA a b s ^ 2 + rotB a b s ^ 2 = a ^ 2 + b ^ 2 := by
    intro s
    rw [rotA_sq, rotB_sq]
    module
  simp only [pzEnergy, hn, sub_le_sub_iff_left]
  exact selfRepulsion_max_iff K hK a b h0 hlt t
```

The step `hn` proves that the total density is invariant. The functional then cancels from the comparison, and the maximum theorem finishes the proof.

The full Perdew-Zunger correction also removes the exchange-correlation energy of each orbital density. That term is generally not quadratic in the density and can change the preferred angle, so the theorem covers the Hartree part alone.

The result also matters for the starting point of an optimisation. Under the two conditions, $J'(t)=\Delta\cos2t\sin2t$ vanishes at $t=0$, although $J$ is smallest there. A gradient search over this one angle that starts from the unmixed $\sigma_g,\sigma_u$ pair sees no slope and needs a small initial rotation.

## Four sites with on-site repulsion

All the conditions can be checked on a chain of four sites. The repulsion is $K(f,g)=\sum_i f_ig_i$: densities repel only on the same site, and the unit strength sets the energy scale.

```lean
/-- On-site repulsion of unit strength on a chain of four sites. -/
def onSite : LinearMap.BilinForm ℝ (Fin 4 → ℝ) := Matrix.toBilin' 1

/-- A gerade orbital on four sites. -/
def gerade : Fin 4 → ℝ := fun _ => 1 / 2

/-- An ungerade orbital on four sites. -/
def ungerade : Fin 4 → ℝ := ![7 / 10, 1 / 10, -1 / 10, -7 / 10]

/-- The on-site repulsion of two densities is the sum of their products over the sites. -/
theorem onSite_apply (f g : Fin 4 → ℝ) : onSite f g = ∑ i, f i * g i := by
  simp [onSite, Matrix.toBilin'_apply', dotProduct]
```

With $a=(\tfrac12,\tfrac12,\tfrac12,\tfrac12)$ and $b=(0.7,0.1,-0.1,-0.7)$,

$$D=(-0.24,\,0.24,\,0.24,\,-0.24),\qquad m=(0.35,\,0.05,\,-0.05,\,-0.35).$$

Hence $K(D,m)=0$, $K(D,D)=0.2304$ and $4K(m,m)=1$. With $K(n,n)/4=0.3076$,

$$J(t)=0.5576-0.1924\cos^22t.$$

The self-repulsion rises from $0.3652$ for the unmixed pair to $0.5576$ at $t=\pi/4$. There the first orbital has the density $(0.72,0.18,0.08,0.02)$, with 90 per cent on the two left sites, and the second has the mirror image.

The last theorem confirms that the orbitals are orthonormal and that the hypotheses of the maximum theorem are satisfied. It also shows $K(D,D)>0$, so the two orbital densities really differ. The proof writes out the four-site sums and evaluates them with `norm_num`.

```lean
/-- The four-site orbitals `gerade` and `ungerade` are orthonormal, and with the repulsion
`onSite` they meet the conditions of the maximum theorem with `K(D,D) > 0`. -/
theorem selfRepulsion_max_iff_witness :
    (∑ i, gerade i ^ 2 = 1 ∧ ∑ i, ungerade i ^ 2 = 1 ∧ ∑ i, gerade i * ungerade i = 0) ∧
    (∀ f g, onSite f g = onSite g f) ∧
    onSite (gerade ^ 2 - ungerade ^ 2) (gerade * ungerade) = 0 ∧
    0 < onSite (gerade ^ 2 - ungerade ^ 2) (gerade ^ 2 - ungerade ^ 2) ∧
    onSite (gerade ^ 2 - ungerade ^ 2) (gerade ^ 2 - ungerade ^ 2)
      < 4 * onSite (gerade * ungerade) (gerade * ungerade) := by
  -- the orbital values site by site
  have u0 : ungerade 0 = 7 / 10 := rfl
  have u1 : ungerade 1 = 1 / 10 := rfl
  have u2 : ungerade 2 = -1 / 10 := rfl
  have u3 : ungerade 3 = -7 / 10 := rfl
  simp only [onSite_apply]
  refine ⟨⟨?_, ?_, ?_⟩, fun f g => Finset.sum_congr rfl fun i _ => mul_comm _ _, ?_, ?_, ?_⟩
  all_goals norm_num [Fin.sum_univ_four, gerade, u0, u1, u2, u3]

end

end PerdewZungerLocalization
```

```lean
#print axioms PerdewZungerLocalization.selfRepulsion_max_iff
-- 'PerdewZungerLocalization.selfRepulsion_max_iff' depends on axioms: [propext, Classical.choice, Quot.sound]
#print axioms PerdewZungerLocalization.coupling_eq_zero
-- 'PerdewZungerLocalization.coupling_eq_zero' depends on axioms: [propext, Classical.choice, Quot.sound]
#print axioms PerdewZungerLocalization.equal_mixture_mirror
-- 'PerdewZungerLocalization.equal_mixture_mirror' depends on axioms: [propext, Classical.choice, Quot.sound]
#print axioms PerdewZungerLocalization.pzEnergy_min_iff
-- 'PerdewZungerLocalization.pzEnergy_min_iff' depends on axioms: [propext, Classical.choice, Quot.sound]
```
